# The Löwdin product projects onto a single eigenspace of $\hat S^2$ when it runs over a complete finite spin ladder

An open-shell wave function of unrestricted type has a definite spin projection $M_S$ but is in general a mixture of several total spins $S$. Removing one contaminant is not enough once more than one unwanted spin is present. The operator $(\hat S^2-2)/(0-2)$, with $\hat S^2$ the total spin squared in units $\hbar=1$, leaves a singlet unchanged and removes a triplet, but it multiplies a quintet, with $S(S+1)=6$, by $(6-2)/(0-2)=-2$. On a space containing quintets it is not idempotent, and a state with both singlet and quintet components is sent to a mixture of the two, which is not a spin eigenstate. The product of such factors over all unwanted spins is a true projector, under the hypothesis that the product of the differences $\hat S^2-S(S+1)$ over all spins of a finite ladder, the wanted one included, is the zero operator.

## States, spin ladder and operators

The states form a real vector space `V`, of any dimension and without an inner product. A complex state space is included, since it is also a real vector space and the values $S(S+1)$ are real. The operator $\hat S^2$ is `Ssq : Module.End ℝ V`, an arbitrary linear map; its origin in spin operators is not encoded.

```lean
import Mathlib

open Polynomial Finset

namespace LowdinSpinProjector

noncomputable section

variable {V : Type*} [AddCommGroup V] [Module ℝ V]
```

The ladder starts at a real number $S_0\ge 0$ and has rungs $S_k=S_0+k$ with values $\lambda_k=S_k(S_k+1)$, $k=0,1,2,\dots$ The choice $S_0=0$ suits an even number of electrons, $S_0=\tfrac12$ an odd number, and $S_0=|M_S|$ a sector of fixed spin projection.

```lean
/-- The value `S(S+1)` for the spin `S = S₀ + k` on the ladder starting at `S₀`. -/
def spinEig (S0 : ℝ) (k : ℕ) : ℝ := (S0 + k) * (S0 + k + 1)
```

Let $m$ be the index of the top rung and $s$ that of the wanted spin. All factors are polynomials in one operator, so they commute and can be multiplied as polynomials in a variable $x$, written `X` in Lean:
$$q(x)=\prod_{k=0}^{m}(x-\lambda_k),\qquad \ell_s(x)=\prod_{k=0,\;k\ne s}^{m}\frac{x-\lambda_k}{\lambda_s-\lambda_k}.$$
The index sets are `range (m + 1)` and `(range (m + 1)).erase s`, and `C` turns a number into a constant polynomial.

```lean
/-- The polynomial `∏ (x - S_k(S_k+1))` over `k = 0, …, m`. -/
def annPoly (S0 : ℝ) (m : ℕ) : ℝ[X] := ∏ k ∈ range (m + 1), (X - C (spinEig S0 k))

/-- The polynomial `∏ (x - λ_k)/(λ_s - λ_k)` over `k = 0, …, m`, `k ≠ s`,
with `λ_k = S_k(S_k+1)`. -/
def lowdinPoly (S0 : ℝ) (m s : ℕ) : ℝ[X] :=
  ∏ k ∈ (range (m + 1)).erase s, C (spinEig S0 s - spinEig S0 k)⁻¹ * (X - C (spinEig S0 k))
```

Substituting $\hat S^2$ for $x$, which is what `aeval Ssq` does, gives the annihilator $A=q(\hat S^2)$ and the Löwdin operator $P_s=\ell_s(\hat S^2)$.

```lean
/-- The operator `∏ (Ŝ² - λ_k)` over all `k = 0, …, m`. -/
def spinAnnihilator (Ssq : Module.End ℝ V) (S0 : ℝ) (m : ℕ) : Module.End ℝ V :=
  aeval Ssq (annPoly S0 m)

/-- The Löwdin operator `P_s = ∏ (Ŝ² - λ_k)/(λ_s - λ_k)` over `k = 0, …, m`, `k ≠ s`. -/
def lowdin (Ssq : Module.End ℝ V) (S0 : ℝ) (m s : ℕ) : Module.End ℝ V :=
  aeval Ssq (lowdinPoly S0 m s)
```

The hypothesis $A=0$ stands for the fact that the states are superpositions of spins $S_0,\dots,S_0+m$ only, as for $N$ electrons, whose spin cannot exceed $N/2$. It is assumed and not derived from angular momentum algebra. In the two-electron example it is verified for an explicitly given $\hat S^2$.

## Distinct rungs have distinct eigenvalues

The denominators factor as
$$\lambda_s-\lambda_k=(s-k)(2S_0+s+k+1),$$
and the second bracket is positive for $S_0\ge0$, so $\lambda_s=\lambda_k$ forces $s=k$. The factorisation is `h1`, obtained by `linear_combination`, and the sign is `h2`.

```lean
/-- For `S₀ ≥ 0` different rungs of the spin ladder have different values of `S(S+1)`. -/
theorem spinEig_injective {S0 : ℝ} (hS : 0 ≤ S0) : Function.Injective (spinEig S0) := by
  intro s k h
  unfold spinEig at h
  have h1 : ((s : ℝ) - k) * (2 * S0 + s + k + 1) = 0 := by linear_combination h
  have h2 : (0 : ℝ) < 2 * S0 + s + k + 1 := by positivity
  have h3 : (s : ℝ) = k := sub_eq_zero.mp ((mul_eq_zero.mp h1).resolve_right h2.ne')
  exact_mod_cast h3
```

## Action on spin eigenstates

If $\hat S^2v=\mu v$ for a state $v$ and a real number $\mu$, then $(\hat S^2)^n v=\mu^n v$ for every power $n$, and so $p(\hat S^2)v=p(\mu)v$ for every polynomial $p$. The case $v=0$ is split off because Mathlib's eigenvectors are nonzero.

```lean
/-- If `Ŝ² v = μ v`, a polynomial `p(Ŝ²)` multiplies `v` by `p(μ)`. -/
theorem aeval_on_eigen (Ssq : Module.End ℝ V) (p : ℝ[X]) {μ : ℝ} {v : V}
    (hv : Ssq v = μ • v) : aeval Ssq p v = p.eval μ • v := by
  by_cases h0 : v = 0
  · simp [h0]
  · exact Module.End.aeval_apply_of_hasEigenvector ⟨Module.End.mem_eigenspace_iff.mpr hv, h0⟩
```

Take $\mu=\lambda_t$ with $t\le m$. For $t=s$ each factor of $\ell_s(\lambda_s)$ is $(\lambda_s-\lambda_k)/(\lambda_s-\lambda_k)=1$, which `Finset.prod_eq_one` applies term by term with the nonzero denominators. For $t\ne s$ the factor $k=t$ has numerator $\lambda_t-\lambda_t=0$, and `Finset.prod_eq_zero` annuls the product. Hence $P_sv=\delta_{st}v$, with no use of $A=0$.

```lean
/-- For `S₀ ≥ 0`, on a state with `Ŝ² v = λ_t v`, `t ≤ m`, the operator `P_s` returns `v` if `s = t`
and zero otherwise. -/
theorem lowdin_on_eigen (Ssq : Module.End ℝ V) {S0 : ℝ} (hS : 0 ≤ S0) {m t : ℕ} (s : ℕ)
    (ht : t ≤ m) {v : V} (hv : Ssq v = spinEig S0 t • v) :
    lowdin Ssq S0 m s v = if s = t then v else 0 := by
  unfold lowdin
  rw [aeval_on_eigen Ssq _ hv]
  split_ifs with h
  · -- every factor takes the value one
    subst h
    have h1 : (lowdinPoly S0 m s).eval (spinEig S0 s) = 1 := by
      simp only [lowdinPoly, eval_prod]
      refine Finset.prod_eq_one fun k hk => ?_
      have hne : spinEig S0 s - spinEig S0 k ≠ 0 :=
        sub_ne_zero.mpr fun e => (Finset.ne_of_mem_erase hk) (spinEig_injective hS e).symm
      simp only [eval_mul, eval_C, eval_sub, eval_X]
      exact inv_mul_cancel₀ hne
    rw [h1, one_smul]
  · -- the factor `k = t` vanishes
    have h1 : (lowdinPoly S0 m s).eval (spinEig S0 t) = 0 := by
      simp only [lowdinPoly, eval_prod]
      refine Finset.prod_eq_zero (i := t)
        (Finset.mem_erase.mpr ⟨fun e => h e.symm, Finset.mem_range.mpr (by omega)⟩) ?_
      simp
    rw [h1, zero_smul]
```

## The factor left out of $P_s$

For $s\le m$, multiplying $\ell_s$ by $x-\lambda_s$ completes the product:
$$(\hat S^2-\lambda_s)P_s=c_sA,\qquad c_s=\prod_{k=0,\;k\ne s}^{m}(\lambda_s-\lambda_k)^{-1}.$$
The polynomial identity `hp` separates constants from linear factors and reinserts the factor $k=s$ with `Finset.mul_prod_erase`; `congrArg (aeval Ssq)` carries it over to operators.

```lean
/-- Supplying the missing factor, for `s ≤ m`: `(Ŝ² - λ_s) P_s` is the full product `∏ (Ŝ² - λ_k)`
times the constant `∏_{k ≠ s} (λ_s - λ_k)⁻¹`. -/
theorem missing_factor (Ssq : Module.End ℝ V) (S0 : ℝ) {m s : ℕ} (hs : s ≤ m) :
    (Ssq - spinEig S0 s • (1 : Module.End ℝ V)) * lowdin Ssq S0 m s =
      (∏ k ∈ (range (m + 1)).erase s, (spinEig S0 s - spinEig S0 k)⁻¹) •
        spinAnnihilator Ssq S0 m := by
  have hp : (X - C (spinEig S0 s)) * lowdinPoly S0 m s =
      C (∏ k ∈ (range (m + 1)).erase s, (spinEig S0 s - spinEig S0 k)⁻¹) * annPoly S0 m := by
    have h := Finset.mul_prod_erase (range (m + 1)) (fun k => X - C (spinEig S0 k))
      (Finset.mem_range.mpr (Nat.lt_succ_of_le hs))
    unfold lowdinPoly annPoly
    rw [Finset.prod_mul_distrib, ← h, map_prod (C : ℝ →+* ℝ[X])]
    ring
  have h := congrArg (aeval Ssq) hp
  simp only [map_mul, map_sub, aeval_X, aeval_C, Algebra.algebraMap_eq_smul_one,
    smul_mul_assoc, one_mul] at h
  exact h
```

If $A=0$ the right side vanishes, and applying the left side to any state $v$ gives $\hat S^2P_sv=\lambda_sP_sv$.

```lean
/-- If `∏ (Ŝ² - λ_k) = 0`, then for `s ≤ m` one has `Ŝ² P_s v = λ_s P_s v` for every state `v`. -/
theorem spinSq_lowdin {Ssq : Module.End ℝ V} {S0 : ℝ} {m s : ℕ} (hs : s ≤ m)
    (hX : spinAnnihilator Ssq S0 m = 0) (v : V) :
    Ssq (lowdin Ssq S0 m s v) = spinEig S0 s • lowdin Ssq S0 m s v := by
  have h := missing_factor Ssq S0 hs
  rw [hX, smul_zero] at h
  have h2 := LinearMap.congr_fun h v
  simp only [Module.End.mul_apply, LinearMap.sub_apply, LinearMap.smul_apply,
    Module.End.one_apply, LinearMap.zero_apply] at h2
  exact sub_eq_zero.mp h2
```

## Idempotency and range

Assume $S_0\ge0$, $s\le m$ and $A=0$. The state $P_sv$ satisfies the eigenvalue equation for $\lambda_s$, and $P_s$ fixes such states, so $P_sP_sv=P_sv$. The same equation puts the range of $P_s$ inside the eigenspace. Conversely, $\hat S^2v=\lambda_sv$ gives $v=P_sv$, which lies in the range. The three bullets of the proof follow this order. `IsIdempotentElem` means $P_sP_s=P_s$, and `Ssq.eigenspace (spinEig S0 s)` is the subspace of all $v$ with $\hat S^2v=\lambda_sv$. It may be $\{0\}$ if that spin does not occur, and then $P_s=0$.

```lean
/-- Löwdin spin projector: if `S₀ ≥ 0`, `∏_{k=0}^m (Ŝ² - λ_k) = 0` and `s ≤ m`, then `P_s` is
idempotent and its range is the `λ_s`-eigenspace of `Ŝ²`. -/
theorem lowdin_projector {Ssq : Module.End ℝ V} {S0 : ℝ} (hS : 0 ≤ S0) {m s : ℕ} (hs : s ≤ m)
    (hX : spinAnnihilator Ssq S0 m = 0) :
    IsIdempotentElem (lowdin Ssq S0 m s) ∧
      LinearMap.range (lowdin Ssq S0 m s) = Ssq.eigenspace (spinEig S0 s) := by
  refine ⟨LinearMap.ext fun v => ?_, le_antisymm ?_ ?_⟩
  · -- `P_s v` obeys the eigenvalue equation for `λ_s`, and `P_s` fixes such states
    have h := lowdin_on_eigen Ssq hS s hs (spinSq_lowdin hs hX v)
    rw [if_pos rfl] at h
    exact h
  · rintro _ ⟨v, rfl⟩
    exact Module.End.mem_eigenspace_iff.mpr (spinSq_lowdin hs hX v)
  · intro v hv
    have h := lowdin_on_eigen Ssq hS s hs (Module.End.mem_eigenspace_iff.mp hv)
    rw [if_pos rfl] at h
    exact ⟨v, h⟩
```

"Projector" has the algebraic sense here. With no inner product on `V`, nothing is stated about $P_s$ being Hermitian or about norms and spin weights of $P_sv$.

## A truncated ladder fails

Suppose the range of $P_s$ is the $\lambda_s$-eigenspace for a single $s\le m$. Then $(\hat S^2-\lambda_s)P_s=0$, which is `h0`, so $c_sA=0$. Each factor of $c_s$ is nonzero (`hc`), and multiplying by $c_s^{-1}$ gives $A=0$. The hypothesis is therefore both necessary and sufficient for the range statement. The opening example is $S_0=0$, $m=1$, $s=0$: a quintet has $q(6)=6\cdot4\ne0$, so $A\neq0$.

```lean
/-- For `S₀ ≥ 0` and any one `s ≤ m`, the range of `P_s` is the `λ_s`-eigenspace of `Ŝ²` exactly
when `∏_{k=0}^m (Ŝ² - λ_k) = 0`. -/
theorem range_eq_eigenspace_iff (Ssq : Module.End ℝ V) {S0 : ℝ} (hS : 0 ≤ S0) {m s : ℕ}
    (hs : s ≤ m) :
    LinearMap.range (lowdin Ssq S0 m s) = Ssq.eigenspace (spinEig S0 s) ↔
      spinAnnihilator Ssq S0 m = 0 := by
  refine ⟨fun h => ?_, fun h => (lowdin_projector hS hs h).2⟩
  have h0 : (Ssq - spinEig S0 s • (1 : Module.End ℝ V)) * lowdin Ssq S0 m s = 0 := by
    refine LinearMap.ext fun v => ?_
    have hv : lowdin Ssq S0 m s v ∈ Ssq.eigenspace (spinEig S0 s) := by
      rw [← h]
      exact ⟨v, rfl⟩
    simp only [Module.End.mul_apply, LinearMap.sub_apply, LinearMap.smul_apply,
      Module.End.one_apply, LinearMap.zero_apply]
    exact sub_eq_zero.mpr (Module.End.mem_eigenspace_iff.mp hv)
  rw [missing_factor Ssq S0 hs] at h0
  -- the normalising constant is nonzero
  have hc : (∏ k ∈ (range (m + 1)).erase s, (spinEig S0 s - spinEig S0 k)⁻¹) ≠ 0 :=
    Finset.prod_ne_zero_iff.mpr fun k hk => inv_ne_zero (sub_ne_zero.mpr
      fun e => (Finset.ne_of_mem_erase hk) (spinEig_injective hS e).symm)
  rw [← one_smul ℝ (spinAnnihilator Ssq S0 m), ← inv_mul_cancel₀ hc, mul_smul, h0, smul_zero]
```

The criterion concerns the whole space `V`. A single state that is a sum of eigenstates with spins on the rungs $0,\dots,m$ is projected correctly even if `V` also contains higher spins, by `lowdin_on_eigen` and linearity.

## Resolution of the identity

The polynomial $\sum_{s=0}^m\ell_s(x)-1$ has degree at most $m$ and vanishes at the $m+1$ distinct points $\lambda_t$, so it is zero. The $\ell_s$ are the Lagrange basis for the nodes $\lambda_k$, and `Lagrange.sum_basis` supplies this step. Thus $\sum_sP_s=1$. For $s\ne t$, $P_tv$ obeys the eigenvalue equation for $\lambda_t$ and is removed by $P_s$, so $P_sP_t=0$. Finally
$$\hat S^2=\hat S^2\sum_{s=0}^mP_s=\sum_{s=0}^m\hat S^2P_s=\sum_{s=0}^m\lambda_sP_s,$$
which are the three lines of the `calc` block.

```lean
/-- If `∏ (Ŝ² - λ_k) = 0`, then for `S₀ ≥ 0` the operators `P_0, …, P_m` sum to the identity, `P_s
P_t = 0` for `s ≠ t`, and `Ŝ² = ∑ λ_s P_s`. -/
theorem spin_resolution {Ssq : Module.End ℝ V} {S0 : ℝ} (hS : 0 ≤ S0) {m : ℕ}
    (hX : spinAnnihilator Ssq S0 m = 0) :
    ∑ s ∈ range (m + 1), lowdin Ssq S0 m s = 1 ∧
      (∀ s ≤ m, ∀ t ≤ m, s ≠ t → lowdin Ssq S0 m s * lowdin Ssq S0 m t = 0) ∧
      Ssq = ∑ s ∈ range (m + 1), spinEig S0 s • lowdin Ssq S0 m s := by
  -- the polynomials form a Lagrange basis, which sums to one
  have hp : ∑ s ∈ range (m + 1), lowdinPoly S0 m s = 1 :=
    Lagrange.sum_basis (s := range (m + 1)) (v := spinEig S0) (spinEig_injective hS).injOn
      ⟨0, Finset.mem_range.mpr (Nat.succ_pos m)⟩
  have h1 : ∑ s ∈ range (m + 1), lowdin Ssq S0 m s = 1 := by
    unfold lowdin
    rw [← map_sum, hp, map_one]
  refine ⟨h1, fun s _ t ht hne => LinearMap.ext fun v => ?_, ?_⟩
  · have h := lowdin_on_eigen Ssq hS s ht (spinSq_lowdin ht hX v)
    rw [if_neg hne] at h
    exact h
  · calc Ssq = Ssq * ∑ s ∈ range (m + 1), lowdin Ssq S0 m s := by rw [h1, mul_one]
      _ = ∑ s ∈ range (m + 1), Ssq * lowdin Ssq S0 m s := Finset.mul_sum _ _ _
      _ = _ := Finset.sum_congr rfl fun s hs => LinearMap.ext fun v =>
          spinSq_lowdin (Nat.le_of_lt_succ (Finset.mem_range.mp hs)) hX v
```

## Integer spins

For $S_0=0$ one has $\lambda_k=k(k+1)$. The statement is written with these numbers and no auxiliary definitions: if $\prod_{k=0}^m(\hat S^2-k(k+1))=0$ and $P$ is the product of $(\hat S^2-k(k+1))/(s(s+1)-k(k+1))$ over $k\le m$, $k\ne s$, then $P$ is idempotent with range the $s(s+1)$-eigenspace. The proof rewrites `spinEig 0 k` by `e` and applies `lowdin_projector`.

```lean
/-- Integer spins: if `∏_{k=0}^m (Ŝ² - k(k+1)) = 0` and `s ≤ m`, then
`P = ∏_{k ≠ s} (Ŝ² - k(k+1))/(s(s+1) - k(k+1))` is idempotent with range the
`s(s+1)`-eigenspace of `Ŝ²`. -/
theorem lowdin_projector_integer {Ssq P : Module.End ℝ V} {m s : ℕ} (hs : s ≤ m)
    (hX : aeval Ssq (∏ k ∈ range (m + 1), (X - C ((k : ℝ) * (k + 1)))) = 0)
    (hP : P = aeval Ssq (∏ k ∈ (range (m + 1)).erase s,
      C ((s : ℝ) * (s + 1) - k * (k + 1))⁻¹ * (X - C ((k : ℝ) * (k + 1))))) :
    IsIdempotentElem P ∧ LinearMap.range P = Ssq.eigenspace ((s : ℝ) * (s + 1)) := by
  have e : ∀ k : ℕ, spinEig 0 k = (k : ℝ) * (k + 1) := fun k => by simp [spinEig]
  have h := lowdin_projector (Ssq := Ssq) (S0 := 0) le_rfl hs
    (by simpa only [spinAnnihilator, annPoly, e] using hX)
  subst hP
  simpa only [lowdin, lowdinPoly, e] using h
```

## One rung, and two electrons

At $m=0$ only $s=0$ is allowed. The product defining $P_0$ is empty, so $P_0=1$; the hypothesis reads $\hat S^2=\lambda_0$, and the eigenspace is all of `V`.

The first nontrivial case is $m=1$. Take two electrons with $M_S=0$ and the state $a\,\alpha\beta+b\,\beta\alpha$, where $\alpha$ and $\beta$ are spin up and down and $a,b$ are real amplitudes. The two positions label two fixed orthonormal spatial orbitals, each singly occupied, so that $\alpha\beta$ and $\beta\alpha$ stand for the corresponding antisymmetric determinants. With the total ladder operators $\hat S_\pm$ and projection $\hat S_z$, $\hat S^2=\hat S_-\hat S_++\hat S_z^2+\hat S_z$. Since $\hat S_+\alpha\beta=\hat S_+\beta\alpha=\alpha\alpha$, $\hat S_-\alpha\alpha=\alpha\beta+\beta\alpha$ and $\hat S_z$ gives zero, $\hat S^2$ sends $(a,b)$ to $(a+b,a+b)$. Lean takes this map as the definition; the ladder-operator computation serves as motivation and is not part of the file.

```lean
/-- `Ŝ²` of two electrons acting on the amplitudes `(a, b)` of `αβ` and `βα`. -/
def twoSpinSq : Module.End ℝ (ℝ × ℝ) where
  toFun v := (v.1 + v.2, v.1 + v.2)
  map_add' x y := by refine Prod.ext ?_ ?_ <;> simp <;> ring
  map_smul' c x := by refine Prod.ext ?_ ?_ <;> simp <;> ring
```

Here $S_0=0$, $\lambda_0=0$ and $\lambda_1=2$. Then $(\hat S^2-2)(a,b)=(b-a,a-b)$ has amplitudes summing to zero, so $\hat S^2(\hat S^2-2)=0$. The projectors have one factor each:
$$P_0(a,b)=\frac{\hat S^2-2}{-2}(a,b)=\Big(\frac{a-b}2,\frac{b-a}2\Big),\qquad P_1(a,b)=\frac{\hat S^2}{2}(a,b)=\Big(\frac{a+b}2,\frac{a+b}2\Big).$$
The images are unnormalised. For orthonormal $\alpha\beta$ and $\beta\alpha$ they equal $(a-b)/\sqrt2$ times the normalised singlet $(\alpha\beta-\beta\alpha)/\sqrt2$ and $(a+b)/\sqrt2$ times the normalised triplet $(\alpha\beta+\beta\alpha)/\sqrt2$, so $\alpha\beta$ alone has weight $\tfrac12$ in each. In the proof `e0` and `e1` are the two eigenvalues, `r0` and `r1` reduce each product to its single factor, and the two amplitudes are compared separately.

```lean
/-- The two-electron `Ŝ²` obeys `Ŝ²(Ŝ² - 2) = 0`; `P_0` sends `(a, b)` to
`((a-b)/2, (b-a)/2)` and `P_1` sends it to `((a+b)/2, (a+b)/2)`. -/
theorem lowdin_witness : spinAnnihilator twoSpinSq 0 1 = 0 ∧ ∀ a b : ℝ,
    lowdin twoSpinSq 0 1 0 (a, b) = ((a - b) / 2, (b - a) / 2) ∧
      lowdin twoSpinSq 0 1 1 (a, b) = ((a + b) / 2, (a + b) / 2) := by
  have e0 : spinEig 0 0 = 0 := by norm_num [spinEig]
  have e1 : spinEig 0 1 = 2 := by norm_num [spinEig]
  have r0 : (range (1 + 1)).erase 0 = {1} := by decide
  have r1 : (range (1 + 1)).erase 1 = {0} := by decide
  have ap : ∀ v : ℝ × ℝ, twoSpinSq v = (v.1 + v.2, v.1 + v.2) := fun _ => rfl
  refine ⟨LinearMap.ext fun v => ?_, fun a b => ⟨?_, ?_⟩⟩
  · have hp : annPoly 0 1 = (X - C 0) * (X - C 2) := by
      unfold annPoly
      rw [Finset.prod_range_succ, Finset.prod_range_one, e0, e1]
    simp only [spinAnnihilator, hp, map_mul, map_sub, aeval_X, aeval_C,
      Algebra.algebraMap_eq_smul_one]
    refine Prod.ext ?_ ?_ <;> simp [ap] <;> ring
  · simp only [lowdin, lowdinPoly, r0, Finset.prod_singleton, e0, e1, map_mul, map_sub,
      aeval_X, aeval_C, Algebra.algebraMap_eq_smul_one]
    refine Prod.ext ?_ ?_ <;> simp [ap] <;> ring
  · simp only [lowdin, lowdinPoly, r1, Finset.prod_singleton, e0, e1, map_mul, map_sub,
      aeval_X, aeval_C, Algebra.algebraMap_eq_smul_one]
    refine Prod.ext ?_ ?_ <;> simp [ap] <;> ring

end

end LowdinSpinProjector
```

```lean
#print axioms LowdinSpinProjector.lowdin_projector
-- 'LowdinSpinProjector.lowdin_projector' depends on axioms: [propext, Classical.choice, Quot.sound]
#print axioms LowdinSpinProjector.range_eq_eigenspace_iff
-- 'LowdinSpinProjector.range_eq_eigenspace_iff' depends on axioms: [propext, Classical.choice, Quot.sound]
#print axioms LowdinSpinProjector.spin_resolution
-- 'LowdinSpinProjector.spin_resolution' depends on axioms: [propext, Classical.choice, Quot.sound]
#print axioms LowdinSpinProjector.lowdin_projector_integer
-- 'LowdinSpinProjector.lowdin_projector_integer' depends on axioms: [propext, Classical.choice, Quot.sound]
```
